# A Hermitian matrix with integer eigenvalues has variance at least f(1 − f) in any unit state, f being the fractional part of its mean

Q: A molecule in a pure state holds 1.25 electrons on average in one fragment, yet every count gives an integer. How small can the spread of the counts be?

A: Let $N$ be the fragment's number operator, $\psi$ the unit state, $x=\langle N\rangle$, $m=\lfloor x\rfloor$ and $f=x-m$. Define
$$G=(N-m)(N-m-1)=N^2-(2m+1)N+m(m+1).$$
Taking the expectation and subtracting $x^2$ from $\langle N^2\rangle$ gives
$$\mathrm{Var}(N)=\langle G\rangle+(2m+1)x-m(m+1)-x^2=\langle G\rangle+(x-m)(m+1-x).$$
The last product is $f(1-f)$. Now expand $\psi$ in orthonormal eigenvectors $v_i$ of $N$, with integer eigenvalues $k_i$ and amplitudes $c_i=v_i^\dagger\psi$:
$$\langle G\rangle=\sum_i (k_i-m)(k_i-m-1)\,|c_i|^2\ge 0,$$
because no integer lies strictly between $m$ and $m+1$. So $\mathrm{Var}(N)\ge f(1-f)$. Equality requires $c_i=0$ unless $k_i$ is $m$ or $m+1$.

Q: With numbers?

A: Give the counts 0, 1, 2 the probabilities 1/4, 1/4, 1/2. The mean is 5/4 and $\langle N^2\rangle=9/4$, so the variance is $9/4-25/16=11/16$. The bound is $\tfrac14\cdot\tfrac34=3/16$, and the excess is $\langle G\rangle=2\cdot\tfrac14=8/16$. With probabilities 3/4 on 1 and 1/4 on 2, the mean is the same and the variance is exactly 3/16.

Q: What stands for the operator and the state in Lean?

A: A complex square matrix and a complex vector, both indexed by a finite type `n`, which labels basis states and is not a particle number.

```lean
import Mathlib

open Matrix
open scoped ComplexOrder

namespace IntegerSpectrumVariance

noncomputable section

variable {n : Type*} [Fintype n] [DecidableEq n]
```

Q: Why does the expectation take a real part?

A: It makes the value a real number by type. For Hermitian $N$ the imaginary part is zero anyway. There is no division by the norm, so normalisation enters later as a hypothesis.

```lean
/-- The real part of `ψ† A ψ`, which is the expectation value of `A` in the state `ψ` when `A` is
Hermitian and `ψ` is a unit vector. -/
def expect (A : Matrix n n ℂ) (ψ : n → ℂ) : ℝ := (star ψ ⬝ᵥ A *ᵥ ψ).re

/-- The difference `⟨A²⟩ - ⟨A⟩²`, with `⟨·⟩` given by `expect`, which is the variance of `A` in the
state `ψ` when `A` is Hermitian and `ψ` is a unit vector. -/
def variance (A : Matrix n n ℂ) (ψ : n → ℂ) : ℝ :=
  expect (A * A) ψ - expect A ψ ^ 2
```

Q: And the integer counts?

A: They are a condition on the spectrum: any real $\mu$ with a nonzero eigenvector is an integer. Real $\mu$ suffices, since a Hermitian matrix has no other eigenvalues.

```lean
/-- Every real eigenvalue of `N` is an integer. -/
def HasIntegerSpectrum (N : Matrix n n ℂ) : Prop :=
  ∀ (μ : ℝ) (v : n → ℂ), v ≠ 0 → N *ᵥ v = (μ : ℂ) • v → ∃ k : ℤ, μ = k
```

The operator $G$ is called `gap`; it is not an energy gap.

```lean
/-- The gap operator `(N - m)(N - (m + 1))` of two consecutive integers. -/
def gap (N : Matrix n n ℂ) (m : ℤ) : Matrix n n ℂ :=
  (N - (m : ℂ) • 1) * (N - ((m : ℂ) + 1) • 1)
```

Q: Does a number operator satisfy these conditions?

A: In an occupation basis whose orthonormal orbitals each lie in the fragment or are orthogonal to it, the fragment's number operator is diagonal with integer entries, and such matrices qualify:

```lean
/-- A diagonal matrix of integer occupations is Hermitian and has integer spectrum. -/
theorem diagonal_witness (k : n → ℤ) :
    (diagonal fun i => (k i : ℂ)).IsHermitian ∧
      HasIntegerSpectrum (diagonal fun i => (k i : ℂ)) := by
  constructor
  · rw [Matrix.IsHermitian, diagonal_conjTranspose]
    exact congrArg diagonal (funext fun i => by simp)
  · intro μ v hv h
    obtain ⟨i, hi⟩ := Function.ne_iff.1 hv
    have h1 := congrFun h i
    rw [mulVec_diagonal, Pi.smul_apply, smul_eq_mul] at h1
    have h2 := mul_right_cancel₀ hi h1
    exact ⟨k i, by exact_mod_cast h2.symm⟩
```

The step left to you is identifying your fragment population with such a matrix. This works for a fragment spanned by orthonormal orbitals in a finite Fock space; other population definitions may have non-integer eigenvalues.

Q: Where does the variance identity appear?

A: First $G$ is expanded, then the expectation is taken term by term, with `hψ` turning $\psi^\dagger\psi$ into 1. The identity holds for every integer $m$.

```lean
/-- The gap operator acts on a state as `N² - (2m + 1) N + m(m + 1)`. -/
theorem gap_mulVec (N : Matrix n n ℂ) (m : ℤ) (ψ : n → ℂ) :
    gap N m *ᵥ ψ = (N * N) *ᵥ ψ - ((2 * m + 1 : ℝ) : ℂ) • (N *ᵥ ψ)
      + ((m * (m + 1) : ℝ) : ℂ) • ψ := by
  have h : gap N m = N * N - ((2 * m + 1 : ℝ) : ℂ) • N
      + ((m * (m + 1) : ℝ) : ℂ) • (1 : Matrix n n ℂ) := by
    simp only [gap, Matrix.sub_mul, Matrix.mul_sub, Matrix.smul_mul, Matrix.mul_smul,
      Matrix.one_mul, Matrix.mul_one]
    push_cast
    module
  rw [h, add_mulVec, sub_mulVec, smul_mulVec, smul_mulVec, one_mulVec]

/-- In a unit state the variance is the expectation of the gap operator plus
`(⟨N⟩ - m)(m + 1 - ⟨N⟩)`, for every integer `m`. -/
theorem variance_eq_gap (N : Matrix n n ℂ) (m : ℤ) {ψ : n → ℂ} (hψ : star ψ ⬝ᵥ ψ = 1) :
    variance N ψ = expect (gap N m) ψ + (expect N ψ - m) * (m + 1 - expect N ψ) := by
  have h : expect (gap N m) ψ
      = expect (N * N) ψ - (2 * m + 1) * expect N ψ + m * (m + 1) := by
    unfold expect
    rw [gap_mulVec, dotProduct_add, dotProduct_sub, dotProduct_smul, dotProduct_smul, hψ,
      smul_eq_mul, smul_eq_mul, Complex.add_re, Complex.sub_re, Complex.re_ofReal_mul,
      Complex.re_ofReal_mul, Complex.one_re, mul_one]
  rw [h, variance]
  ring
```

Q: And the eigenvector expansion?

A: Hermiticity lets $N$ act to the left on $v^\dagger$, so $G$ multiplies each amplitude by $(\mu-m)(\mu-m-1)$. Completeness then writes any overlap as a sum over amplitudes.

```lean
/-- For Hermitian `N`, the gap operator multiplies the amplitude of a state on an eigenvector
with real eigenvalue `μ` by `(μ - m)(μ - (m + 1))`. -/
theorem gap_overlap {N : Matrix n n ℂ} (hN : N.IsHermitian) {μ : ℝ} {v : n → ℂ}
    (hv : N *ᵥ v = (μ : ℂ) • v) (m : ℤ) (ψ : n → ℂ) :
    star v ⬝ᵥ gap N m *ᵥ ψ = (((μ - m) * (μ - (m + 1)) : ℝ) : ℂ) * (star v ⬝ᵥ ψ) := by
  -- the conjugate transpose of `v` is a left eigenvector of `N`
  have h : star v ᵥ* N = (μ : ℂ) • star v := by
    have h1 := congrArg star hv
    rw [star_mulVec, hN.eq, star_smul] at h1
    simpa using h1
  have h2 : ∀ φ : n → ℂ, star v ⬝ᵥ N *ᵥ φ = (μ : ℂ) * (star v ⬝ᵥ φ) := by
    intro φ
    rw [dotProduct_mulVec, h, smul_dotProduct, smul_eq_mul]
  rw [gap_mulVec, dotProduct_add, dotProduct_sub, dotProduct_smul, dotProduct_smul,
    ← mulVec_mulVec, h2, h2, smul_eq_mul, smul_eq_mul]
  push_cast
  ring

omit [DecidableEq n] in
/-- Completeness of an orthonormal basis: the overlap `x† y` is the sum, over the basis, of the
conjugated amplitude of `x` times the amplitude of `y`. -/
theorem overlap_eq_sum (b : OrthonormalBasis n ℂ (EuclideanSpace ℂ n)) (x y : n → ℂ) :
    star x ⬝ᵥ y = ∑ i, star (star (b i).ofLp ⬝ᵥ x) * (star (b i).ofLp ⬝ᵥ y) := by
  have h : ∑ i, ((b i).ofLp ⬝ᵥ star x) * (y ⬝ᵥ star (b i).ofLp) = y ⬝ᵥ star x := by
    simpa only [EuclideanSpace.inner_eq_star_dotProduct] using
      b.sum_inner_mul_inner (WithLp.toLp 2 x) (WithLp.toLp 2 y)
  rw [dotProduct_comm (star x) y, ← h]
  refine Finset.sum_congr rfl fun i _ => ?_
  rw [← Matrix.star_dotProduct x (b i).ofLp, dotProduct_comm (star x), dotProduct_comm y]
```

These give the weighted sum for $\langle G\rangle$. The weight `r i` is nonnegative by two cases, $k\le m$ and $k\ge m+1$. If the sum vanishes, each term does, so every amplitude of $G\psi$ is zero and $G\psi=0$.

```lean
/-- For Hermitian `N` with integer spectrum the gap operator has nonnegative expectation, and
the expectation vanishes exactly when the gap operator annihilates the state. -/
theorem gap_nonneg_and_eq_zero_iff {N : Matrix n n ℂ} (hN : N.IsHermitian)
    (hZ : HasIntegerSpectrum N) (m : ℤ) (ψ : n → ℂ) :
    0 ≤ expect (gap N m) ψ ∧ (expect (gap N m) ψ = 0 ↔ gap N m *ᵥ ψ = 0) := by
  let b := hN.eigenvectorBasis
  let r : n → ℝ := fun i => (hN.eigenvalues i - m) * (hN.eigenvalues i - (m + 1))
  have hv : ∀ i, N *ᵥ (b i).ofLp = (hN.eigenvalues i : ℂ) • (b i).ofLp := by
    intro i
    refine (hN.mulVec_eigenvectorBasis i).trans ?_
    ext j
    simp [b]
  have ho : ∀ i, star (b i).ofLp ⬝ᵥ gap N m *ᵥ ψ = (r i : ℂ) * (star (b i).ofLp ⬝ᵥ ψ) :=
    fun i => gap_overlap hN (hv i) m ψ
  -- no integer lies strictly between m and m + 1
  have hr : ∀ i, 0 ≤ r i := by
    intro i
    have hne : (b i).ofLp ≠ 0 := fun h =>
      b.orthonormal.ne_zero i (by ext j; exact congrFun h j)
    obtain ⟨k, hk⟩ := hZ _ _ hne (hv i)
    simp only [r, hk]
    rcases le_or_gt k m with h | h
    · have h' : (k : ℝ) ≤ m := by exact_mod_cast h
      nlinarith [sq_nonneg ((k : ℝ) - m)]
    · have h' : (m : ℝ) + 1 ≤ k := by exact_mod_cast h
      exact mul_nonneg (by linarith) (by linarith)
  have key : ∀ (s : ℝ) (c : ℂ), (star c * ((s : ℂ) * c)).re = s * Complex.normSq c := by
    intro s c
    simp only [Complex.star_def, Complex.mul_re, Complex.mul_im, Complex.conj_re,
      Complex.conj_im, Complex.ofReal_re, Complex.ofReal_im, Complex.normSq_apply]
    ring
  have hs : expect (gap N m) ψ = ∑ i, r i * Complex.normSq (star (b i).ofLp ⬝ᵥ ψ) := by
    unfold expect
    rw [overlap_eq_sum b, Complex.re_sum]
    refine Finset.sum_congr rfl fun i _ => ?_
    rw [ho, key]
  have hp : ∀ i ∈ Finset.univ, 0 ≤ r i * Complex.normSq (star (b i).ofLp ⬝ᵥ ψ) :=
    fun i _ => mul_nonneg (hr i) (Complex.normSq_nonneg _)
  refine ⟨hs ▸ Finset.sum_nonneg hp, fun h => ?_, fun h => by simp [expect, h]⟩
  rw [hs, Finset.sum_eq_zero_iff_of_nonneg hp] at h
  -- every amplitude of the image state vanishes
  apply dotProduct_star_self_eq_zero.1
  rw [overlap_eq_sum b]
  refine Finset.sum_eq_zero fun i hi => ?_
  have h0 : star (b i).ofLp ⬝ᵥ gap N m *ᵥ ψ = 0 := by
    rw [ho]
    rcases mul_eq_zero.1 (h i hi) with h | h
    · rw [h, Complex.ofReal_zero, zero_mul]
    · rw [Complex.normSq_eq_zero.1 h, mul_zero]
  rw [h0, mul_zero]
```

Q: How does $G\psi=0$ become a statement about two occupations?

A: Set $a=(m+1-N)\psi$ and $b=(N-m)\psi$. Then $a+b=\psi$, $(N-m)a=-G\psi=0$ and $(N-m-1)b=G\psi=0$. The converse is substitution.

```lean
/-- The gap operator annihilates a state exactly when the state is a sum of two components,
possibly zero, on which `N` acts as `m` and as `m + 1`. -/
theorem gap_mulVec_eq_zero_iff (N : Matrix n n ℂ) (m : ℤ) (ψ : n → ℂ) :
    gap N m *ᵥ ψ = 0 ↔ ∃ a b : n → ℂ, ψ = a + b ∧
      N *ᵥ a = (m : ℂ) • a ∧ N *ᵥ b = ((m : ℂ) + 1) • b := by
  constructor
  · intro h
    rw [gap_mulVec] at h
    push_cast at h
    refine ⟨((m : ℂ) + 1) • ψ - N *ᵥ ψ, N *ᵥ ψ - (m : ℂ) • ψ, by module, ?_, ?_⟩
    · rw [mulVec_sub, mulVec_smul, mulVec_mulVec]
      linear_combination (norm := module) (-1 : ℂ) • h
    · rw [mulVec_sub, mulVec_smul, mulVec_mulVec]
      linear_combination (norm := module) h
  · rintro ⟨a, b, rfl, ha, hb⟩
    rw [gap_mulVec, ← mulVec_mulVec]
    simp only [mulVec_add, mulVec_smul, ha, hb]
    push_cast
    module
```

Q: So what does the main theorem say?

A: For Hermitian `N` with integer spectrum and a unit `ψ`, the variance is at least $f(1-f)$, with $f$ written `Int.fract (expect N ψ)`. Equality holds exactly when $\psi=a+b$ with $Na=ma$ and $Nb=(m+1)b$, where $m$ is `⌊expect N ψ⌋`. The component $b$ is zero when $\psi$ is itself an eigenvector; $a$ is never zero, since $\psi=b$ would have mean $m+1$, whose floor is not $m$. The proof sets $m$ to the floor in the identity and uses the two preceding results.

```lean
/-- For Hermitian `N` with integer spectrum and a unit state, the variance is at least `f(1 - f)`,
with `f` the fractional part of `⟨N⟩`. Equality holds exactly when the state is a sum of a vector in
the eigenspace of `⌊⟨N⟩⌋` and a vector, possibly zero, in that of `⌊⟨N⟩⌋ + 1`. -/
theorem variance_bound {N : Matrix n n ℂ} (hN : N.IsHermitian) (hZ : HasIntegerSpectrum N)
    {ψ : n → ℂ} (hψ : star ψ ⬝ᵥ ψ = 1) :
    Int.fract (expect N ψ) * (1 - Int.fract (expect N ψ)) ≤ variance N ψ ∧
    (variance N ψ = Int.fract (expect N ψ) * (1 - Int.fract (expect N ψ)) ↔
      ∃ a b : n → ℂ, ψ = a + b ∧ N *ᵥ a = (⌊expect N ψ⌋ : ℂ) • a ∧
        N *ᵥ b = ((⌊expect N ψ⌋ : ℂ) + 1) • b) := by
  obtain ⟨h0, h1⟩ := gap_nonneg_and_eq_zero_iff hN hZ ⌊expect N ψ⌋ ψ
  have hf : Int.fract (expect N ψ) = expect N ψ - ⌊expect N ψ⌋ := rfl
  have hV : variance N ψ = expect (gap N ⌊expect N ψ⌋) ψ
      + Int.fract (expect N ψ) * (1 - Int.fract (expect N ψ)) := by
    rw [variance_eq_gap N ⌊expect N ψ⌋ hψ, hf]
    ring
  refine ⟨by linarith, ?_⟩
  rw [← gap_mulVec_eq_zero_iff, ← h1]
  constructor <;> intro h <;> linarith
```

Q: What does this tell me about my molecule?

A: For a pure state in a finite basis, a fractional fragment population implies charge fluctuation, with or without interactions, provided that the population operator is Hermitian with integer eigenvalues. Mixed states and infinite-dimensional spaces lie beyond these theorems. The qualitative part follows from $0<f<1$:

```lean
/-- For Hermitian `N` with integer spectrum, a unit state whose mean `⟨N⟩` is not an integer
has strictly positive variance. -/
theorem variance_pos_of_noninteger_mean {N : Matrix n n ℂ} (hN : N.IsHermitian)
    (hZ : HasIntegerSpectrum N) {ψ : n → ℂ} (hψ : star ψ ⬝ᵥ ψ = 1)
    (h : ∀ k : ℤ, expect N ψ ≠ k) : 0 < variance N ψ := by
  have h1 : 0 < Int.fract (expect N ψ) := Int.fract_pos.2 (h _)
  have h2 := Int.fract_lt_one (expect N ψ)
  exact lt_of_lt_of_le (mul_pos h1 (by linarith)) (variance_bound hN hZ hψ).1

end

end IntegerSpectrumVariance
```

```lean
#print axioms IntegerSpectrumVariance.variance_pos_of_noninteger_mean
-- 'IntegerSpectrumVariance.variance_pos_of_noninteger_mean' depends on axioms: [propext, Classical.choice, Quot.sound]
```
